# Discrete Euler buckling: the half-wave sets the critical load of a pinned chain

A chain of two equal links, pinned at its ends and with a spring at the hinge in the middle, becomes unstable at about four fifths of the load that Euler's continuum formula gives for a beam of the same length whose bending stiffness is the spring constant of the hinge times the link length, so a stability check based on that formula can pass a chain that buckles. The theorems below give the threshold for every finite pinned chain of equal links and equal hinge springs with at least one movable site, in the approximation of small transverse displacements.

```lean
import Mathlib

namespace DiscreteEulerBuckling

noncomputable section

/-- Discrete curvature of the displacement `u` at site `i + 1`. -/
def curvature (u : ℕ → ℝ) (i : ℕ) : ℝ := u (i + 2) - 2 * u (i + 1) + u i

/-- Sum of the squared curvatures over the interior sites `1, ..., N`. -/
def bendingSum (N : ℕ) (u : ℕ → ℝ) : ℝ := ∑ i ∈ Finset.range N, curvature u i ^ 2

/-- Sum of the squared slopes over the `N + 1` links between the sites `0, ..., N + 1`. -/
def slopeSum (N : ℕ) (u : ℕ → ℝ) : ℝ := ∑ i ∈ Finset.range (N + 1), (u (i + 1) - u i) ^ 2

/-- The buckling factor `4 sin² (π / (2N + 2))` of a chain with `N` interior sites. -/
def bucklingFactor (N : ℕ) : ℝ := 4 * Real.sin (Real.pi / (2 * N + 2)) ^ 2

/-- The half-wave `sin (i π / (N + 1))`. -/
def halfWave (N i : ℕ) : ℝ := Real.sin (i * (Real.pi / (N + 1)))

/-- Summation by parts: displacement times curvature sums to minus the squared slopes,
up to terms at the two ends. -/
theorem sum_by_parts (u : ℕ → ℝ) (n : ℕ) :
    ∑ i ∈ Finset.range n, u (i + 1) * curvature u i =
      u (n + 1) * (u (n + 1) - u n) - u 0 * (u 1 - u 0) - slopeSum n u := by
  induction n with
  | zero =>
    simp only [slopeSum, Finset.sum_range_zero, zero_add, Finset.sum_range_one]
    ring
  | succ n ih =>
    have h : slopeSum (n + 1) u = slopeSum n u + (u (n + 2) - u (n + 1)) ^ 2 :=
      Finset.sum_range_succ (fun i => (u (i + 1) - u i) ^ 2) (n + 1)
    rw [Finset.sum_range_succ, ih, h, curvature]
    ring

/-- The half-wave vanishes at both ends of the chain and is positive at every interior site. -/
theorem halfWave_shape (N : ℕ) :
    halfWave N 0 = 0 ∧ halfWave N (N + 1) = 0 ∧ ∀ i < N, 0 < halfWave N (i + 1) := by
  have hN : (0 : ℝ) < N + 1 := by positivity
  refine ⟨by simp [halfWave], ?_, fun i hi => ?_⟩
  · have h : ((N + 1 : ℕ) : ℝ) * (Real.pi / (N + 1)) = Real.pi := by
      push_cast
      exact mul_div_cancel₀ Real.pi hN.ne'
    rw [halfWave, h, Real.sin_pi]
  · have hπ := Real.pi_pos
    apply Real.sin_pos_of_pos_of_lt_pi
    · positivity
    · have h : ((i + 1 : ℕ) : ℝ) < N + 1 := by exact_mod_cast Nat.succ_lt_succ hi
      rw [← mul_div_assoc, div_lt_iff₀ hN]
      nlinarith [mul_pos (sub_pos.2 h) hπ]

/-- The curvature of the half-wave is minus the buckling factor times its displacement. -/
theorem halfWave_curvature (N i : ℕ) :
    curvature (halfWave N) i = -bucklingFactor N * halfWave N (i + 1) := by
  have hf : bucklingFactor N = 2 - 2 * Real.cos (Real.pi / (N + 1)) := by
    have h : Real.pi / ((N : ℝ) + 1) = 2 * (Real.pi / (2 * N + 2)) := by
      rw [show 2 * (N : ℝ) + 2 = 2 * (N + 1) by ring]
      field_simp
    rw [h, Real.cos_two_mul, bucklingFactor]
    linear_combination 4 * Real.sin_sq_add_cos_sq (Real.pi / (2 * (N : ℝ) + 2))
  rw [hf]
  simp only [curvature, halfWave]
  generalize Real.pi / ((N : ℝ) + 1) = t
  -- the two neighbours are shifted by one phase step `t`
  have e1 : Real.sin (((i + 2 : ℕ) : ℝ) * t) = Real.sin (((i + 1 : ℕ) : ℝ) * t) * Real.cos t
      + Real.cos (((i + 1 : ℕ) : ℝ) * t) * Real.sin t := by
    rw [← Real.sin_add]
    congr 1
    push_cast
    ring
  have e2 : Real.sin ((i : ℝ) * t) = Real.sin (((i + 1 : ℕ) : ℝ) * t) * Real.cos t
      - Real.cos (((i + 1 : ℕ) : ℝ) * t) * Real.sin t := by
    rw [← Real.sin_sub]
    congr 1
    push_cast
    ring
  linear_combination e1 + e2

/-- Let `s` be nonnegative at the ends, positive inside, and solve the mode equation with
factor `lam ≥ 0`. For pinned `u` the bending sum then exceeds `lam` times the slope sum by at
least the summed squared residuals of `u` in the mode equation. -/
theorem bending_surplus {N : ℕ} {lam : ℝ} {s u : ℕ → ℝ} (hlam : 0 ≤ lam)
    (hs0 : 0 ≤ s 0) (hsN : 0 ≤ s (N + 1)) (hs : ∀ i < N, 0 < s (i + 1))
    (hmode : ∀ i < N, curvature s i = -lam * s (i + 1))
    (hu0 : u 0 = 0) (huN : u (N + 1) = 0) :
    lam * slopeSum N u + ∑ i ∈ Finset.range N, (curvature u i + lam * u (i + 1)) ^ 2
      ≤ bendingSum N u := by
  -- compare `u` with the positive mode, one site after the other
  have step : ∀ k < N, u (k + 1) ^ 2 * (s (k + 2) / s (k + 1) - 1) ≤
      ∑ i ∈ Finset.range (k + 1), ((u (i + 1) - u i) ^ 2 - lam * u (i + 1) ^ 2) := by
    intro k
    induction k with
    | zero =>
      intro hk
      have h1 : 0 < s 1 := hs 0 hk
      have h2 : s 2 - 2 * s 1 + s 0 = -lam * s 1 := hmode 0 hk
      have h3 : s 2 / s 1 ≤ 2 - lam := by
        rw [div_le_iff₀ h1]
        linarith
      have h4 := mul_le_mul_of_nonneg_left h3 (sq_nonneg (u 1))
      simp only [zero_add, Finset.sum_range_one, hu0]
      nlinarith [h4]
    | succ k ih =>
      intro hk
      have ih' := ih (by omega)
      have h1 : 0 < s (k + 1) := hs k (by omega)
      have h2 : 0 < s (k + 2) := hs (k + 1) hk
      have h3 : s (k + 3) - 2 * s (k + 2) + s (k + 1) = -lam * s (k + 2) := hmode (k + 1) hk
      have h4 : s (k + 3) / s (k + 2) = 2 - lam - s (k + 1) / s (k + 2) := by
        rw [eq_sub_iff_add_eq, ← add_div, div_eq_iff h2.ne']
        linarith
      have h5 : 0 ≤ u (k + 1) ^ 2 * (s (k + 2) / s (k + 1))
          + u (k + 2) ^ 2 * (s (k + 1) / s (k + 2)) - 2 * u (k + 1) * u (k + 2) := by
        have h : u (k + 1) ^ 2 * (s (k + 2) / s (k + 1))
            + u (k + 2) ^ 2 * (s (k + 1) / s (k + 2)) - 2 * u (k + 1) * u (k + 2)
            = (u (k + 1) * s (k + 2) - u (k + 2) * s (k + 1)) ^ 2 / (s (k + 1) * s (k + 2)) := by
          field_simp
          ring
        rw [h]
        positivity
      rw [Finset.sum_range_succ]
      change u (k + 2) ^ 2 * (s (k + 3) / s (k + 2) - 1) ≤
        _ + ((u (k + 2) - u (k + 1)) ^ 2 - lam * u (k + 2) ^ 2)
      rw [h4]
      nlinarith [ih', h5]
  have hcomp : lam * ∑ i ∈ Finset.range N, u (i + 1) ^ 2 ≤ slopeSum N u := by
    rcases N with _ | m
    · rw [Finset.sum_range_zero, mul_zero]
      exact Finset.sum_nonneg fun i _ => sq_nonneg _
    · have h := step m (by omega)
      have h2 : 0 ≤ s (m + 2) / s (m + 1) := div_nonneg hsN (hs m (by omega)).le
      have h3 := mul_nonneg (sq_nonneg (u (m + 1))) h2
      rw [Finset.sum_sub_distrib, ← Finset.mul_sum] at h
      have h4 : slopeSum (m + 1) u =
          ∑ i ∈ Finset.range (m + 1), (u (i + 1) - u i) ^ 2 + u (m + 1) ^ 2 := by
        rw [slopeSum, Finset.sum_range_succ, huN]
        ring
      rw [h4]
      nlinarith [h, h3]
  -- complete the square and sum by parts
  have hp := sum_by_parts u N
  rw [hu0, huN] at hp
  have hsq : ∑ i ∈ Finset.range N, (curvature u i + lam * u (i + 1)) ^ 2 = bendingSum N u
      + 2 * lam * ∑ i ∈ Finset.range N, u (i + 1) * curvature u i
      + lam ^ 2 * ∑ i ∈ Finset.range N, u (i + 1) ^ 2 := by
    rw [bendingSum, Finset.mul_sum, Finset.mul_sum, ← Finset.sum_add_distrib,
      ← Finset.sum_add_distrib]
    exact Finset.sum_congr rfl fun i _ => by ring
  rw [hsq, hp]
  nlinarith [mul_le_mul_of_nonneg_left hcomp hlam]

/-- Discrete Euler buckling: for a chain pinned at both ends, the bending sum is at least
`4 sin² (π / (2N + 2))` times the slope sum. -/
theorem discrete_euler_buckling {N : ℕ} {u : ℕ → ℝ} (hu0 : u 0 = 0) (huN : u (N + 1) = 0) :
    bucklingFactor N * slopeSum N u ≤ bendingSum N u := by
  obtain ⟨h0, hN, hpos⟩ := halfWave_shape N
  have hlam : 0 ≤ bucklingFactor N := by unfold bucklingFactor; positivity
  have h := bending_surplus hlam h0.ge hN.ge hpos (fun i _ => halfWave_curvature N i) hu0 huN
  have h' : 0 ≤ ∑ i ∈ Finset.range N, (curvature u i + bucklingFactor N * u (i + 1)) ^ 2 :=
    Finset.sum_nonneg fun i _ => sq_nonneg _
  linarith

/-- For a pinned chain, equality holds exactly when the displacement is a multiple of the
half-wave. -/
theorem equality_iff_halfWave {N : ℕ} {u : ℕ → ℝ} (hu0 : u 0 = 0) (huN : u (N + 1) = 0) :
    bendingSum N u = bucklingFactor N * slopeSum N u ↔
      ∃ a : ℝ, ∀ i ≤ N + 1, u i = a * halfWave N i := by
  obtain ⟨h0, hN, hpos⟩ := halfWave_shape N
  constructor
  · intro heq
    have hlam : 0 ≤ bucklingFactor N := by unfold bucklingFactor; positivity
    have h := bending_surplus hlam h0.ge hN.ge hpos (fun i _ => halfWave_curvature N i) hu0 huN
    -- every residual vanishes
    have hres : ∀ i < N, curvature u i + bucklingFactor N * u (i + 1) = 0 := by
      intro i hi
      have h1 := Finset.single_le_sum
        (f := fun i => (curvature u i + bucklingFactor N * u (i + 1)) ^ 2)
        (fun i _ => sq_nonneg _) (Finset.mem_range.2 hi)
      have h2 : (curvature u i + bucklingFactor N * u (i + 1)) ^ 2 ≤ 0 := by
        refine le_trans h1 ?_
        linarith
      exact pow_eq_zero_iff two_ne_zero |>.1 (le_antisymm h2 (sq_nonneg _))
    have hfirst : ∃ a : ℝ, u 1 = a * halfWave N 1 := by
      rcases Nat.eq_zero_or_pos N with hz | hp
      · subst hz
        exact ⟨0, by rw [zero_mul]; exact huN⟩
      · have h1 : 0 < halfWave N 1 := hpos 0 hp
        exact ⟨u 1 / halfWave N 1, (div_mul_cancel₀ _ h1.ne').symm⟩
    obtain ⟨a, ha⟩ := hfirst
    -- the recursion propagates the amplitude along the chain
    have key : ∀ k ≤ N, u k = a * halfWave N k ∧ u (k + 1) = a * halfWave N (k + 1) := by
      intro k
      induction k with
      | zero => exact fun _ => ⟨by rw [hu0, h0, mul_zero], ha⟩
      | succ k ih =>
        intro hk
        obtain ⟨i1, i2⟩ := ih (by omega)
        refine ⟨i2, ?_⟩
        have r1 := hres k (by omega)
        have r2 := halfWave_curvature N k
        unfold curvature at r1 r2
        change u (k + 2) = a * halfWave N (k + 2)
        linear_combination r1 - a * r2 + (2 - bucklingFactor N) * i2 - i1
    refine ⟨a, fun i hi => ?_⟩
    rcases i with _ | j
    · rw [hu0, h0, mul_zero]
    · exact (key j (by omega)).2
  · rintro ⟨a, ha⟩
    have hp := sum_by_parts u N
    rw [hu0, huN] at hp
    have hb : bendingSum N u =
        -bucklingFactor N * ∑ i ∈ Finset.range N, u (i + 1) * curvature u i := by
      rw [bendingSum, Finset.mul_sum]
      refine Finset.sum_congr rfl fun i hi => ?_
      have hi' := Finset.mem_range.1 hi
      have hc : curvature u i = -bucklingFactor N * u (i + 1) := by
        have r := halfWave_curvature N i
        unfold curvature at r ⊢
        rw [ha (i + 2) (by omega), ha (i + 1) (by omega), ha i (by omega)]
        linear_combination a * r
      linear_combination curvature u i * hc
    rw [hb, hp]
    ring

/-- Critical load: with at least one interior site and bending stiffness `c ≥ 0`, the energy
under the compression `F` is nonnegative for all pinned displacements if and only if
`F ≤ 4 c sin² (π / (2N + 2))`. -/
theorem critical_load {N : ℕ} (hN : 0 < N) {c : ℝ} (hc : 0 ≤ c) (F : ℝ) :
    (∀ u : ℕ → ℝ, u 0 = 0 → u (N + 1) = 0 → 0 ≤ c * bendingSum N u - F * slopeSum N u) ↔
      F ≤ c * bucklingFactor N := by
  constructor
  · intro h
    obtain ⟨h0, hend, hpos⟩ := halfWave_shape N
    have hE := h (halfWave N) h0 hend
    rw [(equality_iff_halfWave h0 hend).2 ⟨1, fun i _ => (one_mul _).symm⟩] at hE
    -- the first link of the half-wave is already tilted
    have hS : 0 < slopeSum N (halfWave N) := by
      have h1 : 0 < (halfWave N (0 + 1) - halfWave N 0) ^ 2 := by
        rw [h0, sub_zero]
        exact pow_pos (hpos 0 hN) 2
      exact lt_of_lt_of_le h1 (Finset.single_le_sum
        (f := fun i => (halfWave N (i + 1) - halfWave N i) ^ 2)
        (fun i _ => sq_nonneg _) (Finset.mem_range.2 (Nat.succ_pos N)))
    exact le_of_mul_le_mul_right (by linarith) hS
  · intro hF u hu0 huN
    have hS : 0 ≤ slopeSum N u := Finset.sum_nonneg fun i _ => sq_nonneg _
    have h1 := mul_le_mul_of_nonneg_left (discrete_euler_buckling hu0 huN) hc
    have h2 := mul_le_mul_of_nonneg_right hF hS
    linarith

end

end DiscreteEulerBuckling
```

```lean
#print axioms DiscreteEulerBuckling.discrete_euler_buckling
-- 'DiscreteEulerBuckling.discrete_euler_buckling' depends on axioms: [propext, Classical.choice, Quot.sound]
#print axioms DiscreteEulerBuckling.critical_load
-- 'DiscreteEulerBuckling.critical_load' depends on axioms: [propext, Classical.choice, Quot.sound]
```

## Bending against compression

A straight chain under compression can lower its energy by bowing sideways: its ends move together and the load does work, while bending costs energy. Sites $0,\dots,N+1$ have transverse displacements $u_i$, with $u_0=u_{N+1}=0$. Write
$$d_i=u_{i+1}-u_i,\qquad \kappa_i=u_{i+2}-2u_{i+1}+u_i,$$
$$B=\sum_{i=0}^{N-1}\kappa_i^2,\qquad S=\sum_{i=0}^{N}d_i^2,\qquad \lambda=4\sin^2\frac{\pi}{2N+2}.$$

In Lean these are `curvature u i`, `bendingSum N u`, `slopeSum N u` and `bucklingFactor N`. The index of `curvature u i` is one less than the site at which it sits, $i+1$. A displacement is a function `u : ℕ → ℝ`, of which only the values at sites $0$ to $N+1$ enter.

- `discrete_euler_buckling` states $B\ge\lambda S$ for every pinned displacement.
- `equality_iff_halfWave` states that equality holds exactly for $u_i=a\,s_i$, with a real amplitude $a$ and $s_i=\sin(i\pi/(N+1))$, which is `halfWave N i`.
- `critical_load` states, for $N\ge1$ and $c\ge0$, that $cB-FS\ge0$ for all pinned displacements if and only if $F\le c\lambda$. With $c=1$ this says that $\lambda$ is the best constant in the inequality.

The stiffness $c$ is an energy per squared length: a hinge spring with energy $\tfrac12 k\theta^2$ at the small angle $\theta$ between neighbouring links of length $\ell$ has $c=k/\ell^2$. The load parameter $F$ has the same units and is positive in compression. For link length $\ell$, the physical force is $F\ell$, and a common factor $\tfrac12$ in the energy is omitted. No bending term sits at the end sites, so the ends are hinged and not clamped.

The quadratic energy presumes inextensible links, small slopes and linear bending response. It gives the load at which the straight shape loses stability, and not the shape reached afterwards. In static calculations with bead chains or discretised beams, $c\lambda$ is the finite-$N$ threshold of $F$ when the model has this quadratic energy and hinged ends.

## The half-wave as a comparison shape

**The mode equation.** Put $t=\pi/(N+1)$, so that $\lambda=2-2\cos t$. Since $\sin((i+2)t)+\sin(it)=2\cos t\,\sin((i+1)t)$,
$$s_{i+2}-2s_{i+1}+s_i=-\lambda s_{i+1}.$$
Also $s_0=s_{N+1}=0$, and $s_i>0$ in between.

**Summation by parts.** From $\kappa_i=d_{i+1}-d_i$ follows $u_{i+1}\kappa_i=u_{i+1}d_{i+1}-u_id_i-d_i^2$. Summing over $i=0,\dots,N-1$ leaves $u_Nd_N-u_0d_0-\sum_{i<N}d_i^2$. Because $u_0=0$ and $u_N=-d_N$, this equals $-S$.

**Completing the square.** Let $Q=\sum_{i<N}u_{i+1}^2$ and $R=\sum_{i<N}(\kappa_i+\lambda u_{i+1})^2$. Expanding gives $R=B-2\lambda S+\lambda^2Q$, hence
$$B=\lambda S+R+\lambda(S-\lambda Q).$$
It remains to show $\lambda Q\le S$.

**Comparison site by site.** For $k<N$ the claim is
$$u_{k+1}^2\Big(\frac{s_{k+2}}{s_{k+1}}-1\Big)\le\sum_{i=0}^{k}\big(d_i^2-\lambda u_{i+1}^2\big).$$
For $k=0$ the mode equation gives $s_2/s_1=2-\lambda$, and both sides equal $(1-\lambda)u_1^2$. From $k$ to $k+1$, insert $s_{k+3}/s_{k+2}=2-\lambda-s_{k+1}/s_{k+2}$. The right side then grows by more than the left, or by as much, because the difference of the two increments is
$$\frac{(u_{k+1}s_{k+2}-u_{k+2}s_{k+1})^2}{s_{k+1}s_{k+2}}\ge0.$$
At $k=N-1$ the ratio $s_{N+1}/s_N$ vanishes, so $-u_N^2\le\sum_{i<N}d_i^2-\lambda Q$. The last link supplies $d_N^2=u_N^2$, and $\lambda Q\le S$ follows. For $N=0$ it is immediate, as $Q=0$.

**Equality and threshold.** If $B=\lambda S$, then $R=0$, so $u_{i+2}=(2-\lambda)u_{i+1}-u_i$. With $u_0=0$, the value $u_1$ fixes the whole shape as a multiple of $s$. Conversely, a multiple of $s$ has $\kappa_i=-\lambda u_{i+1}$, so $B=-\lambda\sum_{i<N}u_{i+1}\kappa_i=\lambda S$.

For the load, $F\le c\lambda$ gives $FS\le c\lambda S\le cB$. In the other direction, the half-wave has energy $(c\lambda-F)S$ with $S>0$, so a nonnegative energy forces $F\le c\lambda$.

## The same argument in Lean

`halfWave_shape` and `halfWave_curvature` supply the signs and the mode equation, the latter from the sine addition formulas. `sum_by_parts` is an induction on the chain length that keeps the end terms.

`bending_surplus` carries the main argument, for any `s` that solves the mode equation with a factor `lam ≥ 0`, is positive inside and is nonnegative at the ends. Its `step` is the induction over sites, where `field_simp` and `ring` produce the square over $s_{k+1}s_{k+2}$. `hcomp` is $\lambda Q\le S$, `hsq` is the expansion of $R$, and `nlinarith` combines them.

In `equality_iff_halfWave`, `hres` makes each residual vanish and `key` carries the amplitude along the chain. `critical_load` inserts the half-wave, whose first link is already tilted.

## One movable site, a released end, and long chains

For $N=1$ the displacement is $(0,x,0)$, with $B=4x^2$, $S=2x^2$ and $\lambda=2$. Every shape is a half-wave, and the threshold is $2c$; the continuum formula, for a beam of length $2\ell$ and bending stiffness $k\ell$, would give $\pi^2c/4\approx2.47\,c$.

Pinning only $u_0$ is not enough for the inequality: $(0,1,2)$ has $B=0$ but $S=2$. The chain tilts rigidly at no bending cost. With $N=0$ nothing can move and the energy is zero at any load, which is why `critical_load` asks for a movable site.

For large $N$, expanding the sine gives $\lambda\approx\pi^2/(N+1)^2$. The critical force $c\lambda\ell$ is then close to $\pi^2k\ell/L^2$ with $L=(N+1)\ell$, which is Euler's law for a hinged strut of bending stiffness $k\ell$; this limit is a calculus remark added to the checked theorems.
